# Uniform displacement as a zero mode of a four-bead ring with on-site curvature 3x² − 3, at the configuration (1, 1, −1, −1)

The lemma concerns a ring of four beads, each with one real coordinate, in which neighbours are harmonically coupled and a bead at x has on-site curvature 3x² − c. It states that at c = 3 and the configuration (1, 1, −1, −1), the Hessian of the action sends the vector (1, 1, 1, 1) to zero, so that moving all the beads equally costs no action to second order. The vector is unnormalised, which makes no difference to a zero mode. The attempt checks the four components of the product one by one, asking `norm_num` to unfold the definitions, write out each sum and do the arithmetic.

Lean 4 with Mathlib refuses this proof:

```lean
import Mathlib

open Matrix

namespace ZeroModeAtThree

noncomputable section

/-- The Hessian of the action. -/
def hessian (c : ℝ) (x : Fin 4 → ℝ) : Matrix (Fin 4) (Fin 4) ℝ :=
  !![2 - c + 3 * x 0 ^ 2, -1, 0, -1;
     -1, 2 - c + 3 * x 1 ^ 2, -1, 0;
     0, -1, 2 - c + 3 * x 2 ^ 2, -1;
     -1, 0, -1, 2 - c + 3 * x 3 ^ 2]

/-- The ring with two beads at `a` and two at `-a`. -/
def bondCentred (a : ℝ) : Fin 4 → ℝ := ![a, a, -a, -a]

/-- At `c = 3` the uniform displacement is a zero mode of the ring `(1, 1, -1, -1)`. -/
theorem zero_mode_at_three :
    hessian 3 (bondCentred 1) *ᵥ ![1, 1, 1, 1] = 0 := by
  ext i
  fin_cases i <;>
    norm_num [hessian, bondCentred, Matrix.mulVec, dotProduct, Fin.sum_univ_four]

end

end ZeroModeAtThree
```

Compiling this gives:

```
Main.lean:21:54: error: unsolved goals
case «0»
⊢ 1 + ![2, -1, 0, -1] 2 * ![1, 1, 1, 1] 2 + ![2, -1, 0, -1] 3 * ![1, 1, 1, 1] 3 = 0

case «1»
⊢ 1 + ![-1, 2, -1, 0] 2 * ![1, 1, 1, 1] 2 + ![-1, 2, -1, 0] 3 * ![1, 1, 1, 1] 3 = 0

case «2»
⊢ -1 + ![0, -1, -1 + 3 * ![1, 1, -1, -1] 2 ^ 2, -1] 2 * ![1, 1, 1, 1] 2 +
      ![0, -1, -1 + 3 * ![1, 1, -1, -1] 2 ^ 2, -1] 3 * ![1, 1, 1, 1] 3 =
    0

case «3»
⊢ -1 + ![-1, 0, -1, -1 + 3 * ![1, 1, -1, -1] 3 ^ 2] 2 * ![1, 1, 1, 1] 2 +
      ![-1, 0, -1, -1 + 3 * ![1, 1, -1, -1] 3 ^ 2] 3 * ![1, 1, 1, 1] 3 =
    0
```

The single error lists four unsolved goals, one for each component. All are true, but each still contains vector entries that have not been looked up, such as `![1, 1, 1, 1] 2`. Entries at positions 0 and 1 have been evaluated; those at 2 and 3 have not, so the arithmetic cannot finish.

The difference lies in how the entries are read. Positions 0 and 1 are covered by ordinary simp lemmas, which `norm_num` uses. Reading a literal vector at 2 or 3 falls to a simplification procedure (a simproc), which `simp` runs by default and `norm_num` does not.

The repair therefore gives the same list of definitions and lemmas to `simp`, which can read all four entries. The `norm_num` that follows, joined by `<;>`, acts on whatever goals `simp` leaves, and by then these are plain numerical identities such as 2 − 1 − 1 = 0.

Fix (accepted with no message):

```diff
@@ -22,5 +22,6 @@
   ext i
   fin_cases i <;>
-    norm_num [hessian, bondCentred, Matrix.mulVec, dotProduct, Fin.sum_univ_four]
+    simp [hessian, bondCentred, Matrix.mulVec, dotProduct, Fin.sum_univ_four] <;>
+    norm_num
 
 end
```
